# A common flip-angle error of resonant π pulses on a spin 1/2 cancels to first order in XYXY, but not in XXXX

## Pulses, axes and the error parameter

A pulse with generator $A$ and angle $\theta$ is the matrix
$$R_A(\theta)=\exp(-i\theta A/2).$$
Here $A$ is a complex square matrix whose rows and columns are labelled by a finite type `n`. When $A$ is a Pauli matrix, which is twice the spin-1/2 operator in units of $\hbar$, $\theta$ is the flip angle.

In Lean 4 with Mathlib:

```lean
import Mathlib

open Matrix Complex

namespace XYFourErrorCancellation

noncomputable section

variable {n : Type*} [Fintype n] [DecidableEq n]
```

The angle is real, and `rot` is the matrix exponential itself, so the usual half-angle formula has to be derived.

```lean
/-- The matrix `exp(-i θ A / 2)`. For a Pauli matrix `A` it is the spin-1/2 pulse of flip angle `θ`.
-/
def rot (θ : ℝ) (A : Matrix n n ℂ) : Matrix n n ℂ :=
  NormedSpace.exp ((-(I * (θ : ℂ) / 2)) • A)
```

For spin 1/2 the generators are the Pauli matrices, with the factor 1/2 carried by the exponent.

```lean
/-- The Pauli matrix `σ_x`. -/
def sigmaX : Matrix (Fin 2) (Fin 2) ℂ := !![0, 1; 1, 0]

/-- The Pauli matrix `σ_y`. -/
def sigmaY : Matrix (Fin 2) (Fin 2) ℂ := !![0, -I; I, 0]
```

A transverse axis of phase $\varphi$ has the generator $\sigma_\varphi=\cos\varphi\,\sigma_x+\sin\varphi\,\sigma_y$.

```lean
/-- The Pauli operator `cos φ σ_x + sin φ σ_y` along the transverse axis of phase `φ`. -/
def axis (φ : ℝ) : Matrix (Fin 2) (Fin 2) ℂ :=
  (Real.cos φ : ℂ) • sigmaX + (Real.sin φ : ℂ) • sigmaY
```

The two pulses are $X=R_{\sigma_x}(\pi+e)$ and $Y=R_{\sigma_y}(\pi+e)$. The shared real number $e$, in radians, stands for a miscalibrated pulse amplitude or duration that affects both axes equally.

```lean
/-- A nominal `π` pulse about `x` with flip-angle error `e`. -/
def pulseX (e : ℝ) : Matrix (Fin 2) (Fin 2) ℂ := rot (Real.pi + e) sigmaX

/-- A nominal `π` pulse about `y` with flip-angle error `e`. -/
def pulseY (e : ℝ) : Matrix (Fin 2) (Fin 2) ℂ := rot (Real.pi + e) sigmaY
```

The pulses are instantaneous and exactly on resonance, and no delays separate them. The results therefore concern a common flip-angle error in XYXY, the pulse train of XY-4, and not the refocusing of frequency offsets during free evolution. In a matrix product the rightmost pulse acts first. The opposite time order is covered by exchanging $A$ and $B$ in the general identity below.

## From the exponential to half angles

Suppose $A^2=1$. The projectors $P_\pm=(1\pm A)/2$ give $A^m=P_++(-1)^mP_-$, and summing the exponential series gives
$$\exp(aA)=\exp(a)\,P_++\exp(-a)\,P_-=\cosh a+A\sinh a .$$
In the proof, `hpow` establishes the formula for the powers by induction, `hs` adds the two scalar series, and `module` collects the coefficients.

```lean
/-- The exponential of a multiple of an involution `A` is `cosh a + A sinh a`. -/
theorem exp_smul_involution {A : Matrix n n ℂ} (hA : A * A = 1) (a : ℂ) :
    NormedSpace.exp (a • A) = Complex.cosh a • (1 : Matrix n n ℂ) + Complex.sinh a • A := by
  -- powers of `A` split over the projectors `(1 ± A)/2`
  have hpow : ∀ m : ℕ, A ^ m = (1 / 2 : ℂ) • (1 + A) + ((-1) ^ m / 2 : ℂ) • (1 - A) := by
    intro m
    induction m with
    | zero => rw [pow_zero, pow_zero]; module
    | succ k ih =>
      rw [pow_succ, ih]
      simp only [add_mul, sub_mul, smul_mul_assoc, one_mul, hA]
      module
  have hE : ∀ z : ℂ, HasSum (fun m : ℕ => z ^ m / (m.factorial : ℂ)) (Complex.exp z) := by
    intro z
    rw [Complex.exp_eq_exp_ℂ]
    exact NormedSpace.expSeries_div_hasSum_exp z
  have hs := ((hE a).smul_const ((1 / 2 : ℂ) • (1 + A))).add
    ((hE (-a)).smul_const ((1 / 2 : ℂ) • (1 - A)))
  have h : NormedSpace.exp (a • A) = Complex.exp a • ((1 / 2 : ℂ) • (1 + A))
      + Complex.exp (-a) • ((1 / 2 : ℂ) • (1 - A)) := by
    rw [NormedSpace.exp_eq_tsum (𝕂 := ℂ)]
    refine Eq.trans (tsum_congr fun m => ?_) hs.tsum_eq
    rw [smul_pow, hpow, neg_pow a m]
    module
  rw [h, Complex.cosh, Complex.sinh]
  module
```

Setting $a=-i\theta/2$ turns the hyperbolic functions into trigonometric ones:
$$R_A(\theta)=\cos\tfrac\theta2-i\sin\tfrac\theta2\,A .$$

```lean
/-- A pulse generated by an involution `A` equals `cos(θ/2) - i sin(θ/2) A`. -/
theorem rot_eq {A : Matrix n n ℂ} (hA : A * A = 1) (θ : ℝ) :
    rot θ A = (Real.cos (θ / 2) : ℂ) • (1 : Matrix n n ℂ)
      + (-(I * (Real.sin (θ / 2) : ℂ))) • A := by
  have h : -(I * (θ : ℂ) / 2) = ((-(θ / 2) : ℝ) : ℂ) * I := by push_cast; ring
  rw [rot, exp_smul_involution hA, h, Complex.cosh_mul_I, Complex.sinh_mul_I,
    ← Complex.ofReal_cos, ← Complex.ofReal_sin, Real.cos_neg, Real.sin_neg, Complex.ofReal_neg]
  module
```

Multiples of one matrix commute, so their exponents add: $R_A(\theta)R_A(\varphi)=R_A(\theta+\varphi)$. This needs no condition on $A$, and it gives $R_A(\theta)^{-1}=R_A(-\theta)$.

```lean
/-- Successive pulses about the same axis add their flip angles. -/
theorem rot_mul_rot (θ φ : ℝ) (A : Matrix n n ℂ) : rot θ A * rot φ A = rot (θ + φ) A := by
  unfold rot
  rw [← Matrix.exp_add_of_commute _ _ (((Commute.refl A).smul_left _).smul_right _), ← add_smul]
  congr 2
  push_cast
  ring
```

If $A$ is Hermitian, the adjoint reverses the sign of the exponent. Then $R_A(\theta)^\dagger=R_A(-\theta)$, which is the inverse, and the pulse is unitary.

```lean
/-- A pulse generated by a Hermitian operator is unitary. -/
theorem rot_mem_unitary {A : Matrix n n ℂ} (hA : A.IsHermitian) (θ : ℝ) :
    rot θ A ∈ Matrix.unitaryGroup n ℂ := by
  have hc : star (-(I * (θ : ℂ) / 2)) = -(I * ((-θ : ℝ) : ℂ) / 2) := by
    have h2 : -(I * (θ : ℂ) / 2) = I * ((-(θ / 2) : ℝ) : ℂ) := by push_cast; ring
    rw [h2]
    simp only [Complex.star_def, map_mul, Complex.conj_I, Complex.conj_ofReal]
    push_cast
    ring
  have hs : star (rot θ A) = rot (-θ) A := by
    rw [Matrix.star_eq_conjTranspose, rot, ← Matrix.exp_conjTranspose,
      Matrix.conjTranspose_smul, hA.eq, hc, rot]
  rw [Matrix.mem_unitaryGroup_iff, hs, rot_mul_rot, add_neg_cancel]
  simp [rot]
```

## A pulse pair plus its inverse is a scalar

Let $A^2=B^2=1$ and $AB+BA=2g$ with $g$ real. For two spin-1/2 axes, $g$ is the cosine of the angle between them. Write $c=\cos(\theta/2)$, $s=\sin(\theta/2)$ and $W=R_A(\theta)R_B(\theta)$. Then
$$W=c^2-ics(A+B)-s^2AB,\qquad W^{-1}=c^2+ics(A+B)-s^2BA .$$
The terms linear in $A$ and $B$ cancel in the sum:
$$W+W^{-1}=2c^2-s^2(AB+BA)=2(c^2-gs^2).$$
Multiplying by $W$ gives
$$W^2+1=2(c^2-gs^2)\,W .$$
The theorem states this for every real $\theta$ and every finite matrix size, without requiring $A$ or $B$ to be Hermitian. In the proof, `hS` is the scalar sum, `hW` says that the reversed pair is the inverse, and the final `calc` performs the multiplication by $W$.

```lean
/-- For involutions with `AB + BA = 2g`, two repetitions of the pulse pair `W` about `A` and `B`
satisfy `W² + 1 = 2 (cos²(θ/2) - g sin²(θ/2)) W`. -/
theorem two_axis_cycle {A B : Matrix n n ℂ} {g : ℝ} (hA : A * A = 1) (hB : B * B = 1)
    (hAB : A * B + B * A = (2 * (g : ℂ)) • (1 : Matrix n n ℂ)) (θ : ℝ) :
    rot θ A * rot θ B * rot θ A * rot θ B + 1 =
      (2 * ((Real.cos (θ / 2) : ℂ) ^ 2 - (g : ℂ) * (Real.sin (θ / 2) : ℂ) ^ 2)) •
        (rot θ A * rot θ B) := by
  have hinv : ∀ C : Matrix n n ℂ, rot θ C * rot (-θ) C = 1 := by
    intro C
    rw [rot_mul_rot, add_neg_cancel]
    simp [rot]
  have hBA : B * A = (2 * (g : ℂ)) • (1 : Matrix n n ℂ) - A * B := by
    rw [← hAB]; abel
  -- the pulse pair plus its inverse is a scalar
  have hS : rot θ A * rot θ B + rot (-θ) B * rot (-θ) A =
      (2 * ((Real.cos (θ / 2) : ℂ) ^ 2 - (g : ℂ) * (Real.sin (θ / 2) : ℂ) ^ 2)) •
        (1 : Matrix n n ℂ) := by
    have hI : 2 * ((Real.cos (θ / 2) : ℂ) ^ 2 - (g : ℂ) * (Real.sin (θ / 2) : ℂ) ^ 2) =
        2 * (Real.cos (θ / 2) : ℂ) ^ 2 + 2 * (g : ℂ) * (I * (Real.sin (θ / 2) : ℂ)) ^ 2 := by
      linear_combination (-2 * (g : ℂ) * (Real.sin (θ / 2) : ℂ) ^ 2) * Complex.I_sq
    rw [hI, rot_eq hA θ, rot_eq hB θ, rot_eq hA (-θ), rot_eq hB (-θ), neg_div,
      Real.cos_neg, Real.sin_neg, Complex.ofReal_neg]
    simp only [add_mul, mul_add, smul_mul_assoc, mul_smul_comm, one_mul, mul_one, hBA]
    module
  have hW : rot θ A * rot θ B * (rot (-θ) B * rot (-θ) A) = 1 := by
    rw [mul_assoc, ← mul_assoc (rot θ B), hinv B, one_mul, hinv A]
  calc rot θ A * rot θ B * rot θ A * rot θ B + 1
      = rot θ A * rot θ B * (rot θ A * rot θ B + rot (-θ) B * rot (-θ) A) := by
        rw [mul_add, hW]
        simp only [mul_assoc]
    _ = _ := by rw [hS, mul_smul_comm, mul_one]
```

The Pauli matrices satisfy $\sigma_x^2=\sigma_y^2=1$ and $\sigma_x\sigma_y+\sigma_y\sigma_x=0$, which is the case $g=0$. The check runs entry by entry.

```lean
/-- The Pauli matrices `σ_x` and `σ_y` square to one and anticommute. -/
theorem pauli_relations : sigmaX * sigmaX = 1 ∧ sigmaY * sigmaY = 1 ∧
    sigmaX * sigmaY + sigmaY * sigmaX = 0 := by
  refine ⟨?_, ?_, ?_⟩ <;> ext i j <;> fin_cases i <;> fin_cases j <;>
    simp [sigmaX, sigmaY, Matrix.mul_apply, Fin.sum_univ_succ]
```

For the pair $\sigma_x,\sigma_\varphi$, expanding the products gives $\sigma_\varphi^2=\cos^2\varphi+\sin^2\varphi=1$. The cross terms in $\sigma_x\sigma_\varphi+\sigma_\varphi\sigma_x$ cancel and leave $2\cos\varphi$. Two transverse axes at relative phase $\varphi$ thus realise the hypotheses with $g=\cos\varphi$.

```lean
/-- The `x` axis and the transverse axis of phase `φ` satisfy the relations of
`two_axis_cycle` with `g = cos φ`. -/
theorem two_axis_cycle_witness (φ : ℝ) : sigmaX * sigmaX = 1 ∧ axis φ * axis φ = 1 ∧
    sigmaX * axis φ + axis φ * sigmaX =
      (2 * (Real.cos φ : ℂ)) • (1 : Matrix (Fin 2) (Fin 2) ℂ) := by
  obtain ⟨hx, hy, hxy⟩ := pauli_relations
  have hyx : sigmaY * sigmaX = -(sigmaX * sigmaY) := eq_neg_of_add_eq_zero_right hxy
  have h1 : (Real.cos φ : ℂ) ^ 2 + (Real.sin φ : ℂ) ^ 2 = 1 := by
    exact_mod_cast Real.cos_sq_add_sin_sq φ
  refine ⟨hx, ?_, ?_⟩
  · have h : axis φ * axis φ = ((Real.cos φ : ℂ) ^ 2 + (Real.sin φ : ℂ) ^ 2) •
        (1 : Matrix (Fin 2) (Fin 2) ℂ) := by
      simp only [axis, add_mul, mul_add, smul_mul_assoc, mul_smul_comm, hx, hy, hyx]
      module
    rw [h, h1, one_smul]
  · simp only [axis, add_mul, mul_add, smul_mul_assoc, mul_smul_comm, hx, hyx]
    module
```

## The XYXY error is quadratic

With $g=0$ and $\theta=\pi+e$, the cosine becomes $\cos\frac{\pi+e}{2}=-\sin\frac e2$, so
$$XYXY+1=2\sin^2\tfrac e2\;XY .$$
This holds exactly for every real $e$. The error-free cycle is $-1$, a global phase, and the right-hand side is the whole deviation from it.

```lean
/-- The XY-4 cycle with flip-angle error `e` obeys `XYXY + 1 = 2 sin²(e/2) XY`. -/
theorem xy4_identity (e : ℝ) :
    pulseX e * pulseY e * pulseX e * pulseY e + 1 =
      (2 * (Real.sin (e / 2) : ℂ) ^ 2) • (pulseX e * pulseY e) := by
  obtain ⟨hx, hy, hxy⟩ := pauli_relations
  have hc : Real.cos ((Real.pi + e) / 2) = -Real.sin (e / 2) := by
    rw [show (Real.pi + e) / 2 = e / 2 + Real.pi / 2 by ring, Real.cos_add_pi_div_two]
  have h := two_axis_cycle (g := 0) hx hy (by rw [hxy]; simp) (Real.pi + e)
  unfold pulseX pulseY
  rw [h, hc]
  congr 1
  rw [Complex.ofReal_neg, Complex.ofReal_zero]
  ring
```

The product $XY$ is unitary, so its entries have modulus at most 1. Since $2\sin^2(e/2)=1-\cos e\le e^2/2$, for all indices $i,j$
$$\bigl|(XYXY+1)_{ij}\bigr|\le \frac{e^2}{2}.$$
The proof obtains `hu` from unitarity, rewrites the prefactor with `hcos`, and combines the two with the standard lower bound on the cosine.

```lean
/-- Every matrix entry of the XY-4 error `XYXY + 1` is at most `e²/2` in modulus. -/
theorem xy4_error_bound (e : ℝ) (i j : Fin 2) :
    ‖(pulseX e * pulseY e * pulseX e * pulseY e + 1) i j‖ ≤ e ^ 2 / 2 := by
  have hX : sigmaX.IsHermitian := Matrix.IsHermitian.ext fun i j => by
    fin_cases i <;> fin_cases j <;> simp [sigmaX]
  have hY : sigmaY.IsHermitian := Matrix.IsHermitian.ext fun i j => by
    fin_cases i <;> fin_cases j <;> simp [sigmaY]
  have hu : ‖(pulseX e * pulseY e) i j‖ ≤ 1 :=
    entry_norm_bound_of_unitary (mul_mem (rot_mem_unitary hX _) (rot_mem_unitary hY _)) i j
  have hn : ‖(2 * (Real.sin (e / 2) : ℂ) ^ 2)‖ = 2 * Real.sin (e / 2) ^ 2 := by
    rw [norm_mul, norm_pow, Complex.norm_real, Real.norm_eq_abs, sq_abs, Complex.norm_ofNat]
  -- the prefactor is `1 - cos e`
  have hcos : Real.cos e = 1 - 2 * Real.sin (e / 2) ^ 2 := by
    have h := Real.cos_two_mul (e / 2)
    rw [show 2 * (e / 2) = e by ring] at h
    linarith [Real.sin_sq_add_cos_sq (e / 2)]
  have hb := Real.one_sub_sq_div_two_le_cos (x := e)
  rw [xy4_identity, Matrix.smul_apply, smul_eq_mul, norm_mul, hn]
  have hm := mul_le_mul_of_nonneg_left hu (by positivity : 0 ≤ 2 * Real.sin (e / 2) ^ 2)
  linarith
```

## Four equal pulses keep a linear error

Pulses about one axis add their angles, so $XXXX=R_{\sigma_x}(4\pi+4e)$. Its half angle is $2\pi+2e$, hence
$$XXXX-1=(\cos 2e-1)-i\sin 2e\,\sigma_x .$$
Numbering rows and columns from zero, the $(0,1)$ entry is $-i\sin 2e$. It vanishes at $e=0$ and has derivative $-2i$ there. `HasDerivAt` expresses both the differentiability and this value; `hf` supplies the closed form, and the chain rule does the rest. The error is a rotation by $4e$ about $x$: it turns the components of the Bloch vector perpendicular to $x$, but leaves a spin polarised along $x$ unchanged.

```lean
/-- For four equal `x` pulses, the off-diagonal entry of `XXXX - 1` has derivative `-2i`
with respect to the flip-angle error at `e = 0`. -/
theorem xxxx_first_order :
    HasDerivAt (fun e : ℝ => (pulseX e * pulseX e * pulseX e * pulseX e - 1) 0 1)
      (-2 * I) 0 := by
  have hf : (fun e : ℝ => (pulseX e * pulseX e * pulseX e * pulseX e - 1) 0 1) =
      fun e : ℝ => -I * ((Real.sin (2 * e) : ℝ) : ℂ) := by
    funext e
    -- the four pulses form one rotation by `4 (π + e)`
    unfold pulseX
    rw [rot_mul_rot, rot_mul_rot, rot_mul_rot, rot_eq pauli_relations.1,
      show (Real.pi + e + (Real.pi + e) + (Real.pi + e) + (Real.pi + e)) / 2
        = 2 * e + 2 * Real.pi by ring, Real.cos_add_two_pi, Real.sin_add_two_pi]
    simp [sigmaX]
  have h : HasDerivAt (fun e : ℝ => Real.sin (2 * e)) 2 0 := by
    have h0 := ((hasDerivAt_id (0 : ℝ)).const_mul 2).sin
    simpa using h0
  rw [hf]
  refine (h.ofReal_comp.const_mul (-I)).congr_deriv ?_
  push_cast
  ring

end

end XYFourErrorCancellation
```

```lean
#print axioms XYFourErrorCancellation.xy4_error_bound
#print axioms XYFourErrorCancellation.xxxx_first_order
```

```
'XYFourErrorCancellation.xy4_error_bound' depends on axioms: [propext, Classical.choice, Quot.sound]
'XYFourErrorCancellation.xxxx_first_order' depends on axioms: [propext, Classical.choice, Quot.sound]
```

## Bloch-vector rotations and a numerical check

The pulses could also be modelled as real $3\times3$ rotations of the Bloch vector. The global sign would then disappear, and both error-free trains would equal the identity. The short argument through $W+W^{-1}$ would have to change, because a general three-dimensional rotation satisfies a cubic equation, not a quadratic one.

In a simulation of a single spin 1/2 with instantaneous resonant pulses, the relation $XYXY+1=2\sin^2(e/2)\,XY$ serves as a test of the propagator code: build $X$ and $Y$ with a matrix exponential, multiply, and compare both sides. At $e=0.1$ no entry of $XYXY+1$ may exceed $0.005$ in modulus, apart from rounding, while the off-diagonal entries of $XXXX-1$ have modulus $\sin 0.2\approx0.199$. The reference for XYXY must be $-1$, or the comparison must ignore global phase; otherwise a correct propagator shows a deviation close to 2.
